# For independent sites with a convex energy, the Delta-SCF gap never grows with system size and tends to the slope jump at neutrality

A gap computed from total-energy differences can change with the size of the cell, even if every energy is fully converged. When the energy of a site is convex in its charge, an added electron may lower the total energy by spreading over many sites, and the gap then shrinks as the cell grows. For independent sites this shrinkage comes from the energies at fractional charge: if the site energy ran straight between its values at whole electron numbers, the gap would stay that of a single site. A larger cell therefore need not bring the gap closer to the true one. The problems below work out the size dependence for identical sites that don't interact, a minimal model of the delocalisation error of approximate density functionals.

## Charge shared among independent sites

Let $e(x)$ be the energy of one site with excess electron number $x$, where $x=0$ is the neutral site and $x$ may be any real number. For $L$ sites with total excess $d$, let

$$E_L(d)=\inf\Big\{\sum_i e(x_i)\;:\;\sum_i x_i=d\Big\},\qquad \Delta_L=E_L(1)+E_L(-1)-2E_L(0).$$

The gap $\Delta_L$ is the ionisation energy minus the electron affinity. "Delta-SCF" refers here to this total-energy difference; the only relaxation is the redistribution of charge among sites. There is no hopping, no Coulomb coupling between sites and no orbital structure.

Convexity of $e$ is assumed throughout, not derived from a functional. It stands for an energy curve that lies on or below its chords, so that fractional charges are never penalised relative to a mixture of integer ones.

```lean
import Mathlib

open Set Filter Topology

namespace DeltaSCFGap

noncomputable section
```

In Lean, a charge distribution is a function `x : Fin L → ℝ`, and `energies e L d` collects the energies of all distributions with sum `d`.

```lean
/-- The energies attainable by distributing a total excess charge `d` over `L` sites,
each with site energy `e`. -/
def energies (e : ℝ → ℝ) (L : ℕ) (d : ℝ) : Set ℝ :=
  {E | ∃ x : Fin L → ℝ, ∑ i, x i = d ∧ E = ∑ i, e (x i)}
```

The lattice energy $E_L(d)$ is the infimum of that set.

```lean
/-- The lattice energy `E_L(d)`: the infimum of the attainable energies at total excess
charge `d`. -/
def latticeEnergy (e : ℝ → ℝ) (L : ℕ) (d : ℝ) : ℝ := sInf (energies e L d)
```

The gap $\Delta_L$ is `gap e L`, defined from lattice energies alone.

```lean
/-- The Delta-SCF gap `E_L(1) + E_L(-1) - 2 E_L(0)` of `L` sites. -/
def gap (e : ℝ → ℝ) (L : ℕ) : ℝ :=
  latticeEnergy e L 1 + latticeEnergy e L (-1) - 2 * latticeEnergy e L 0
```

Convexity on the whole real line is written `ConvexOn ℝ univ e`. Zero sites cannot hold a charge of $\pm1$, so the results at fixed size require $L\ge1$.

## (a) The cheapest distribution

**Task.** Show that for $L\ge1$ the minimum is attained and that

$$E_L(d)=L\,e(d/L).$$

**Solution.** Setting every $x_i=d/L$ gives total charge $d$ and energy $L\,e(d/L)$. For any other distribution with the same total, Jensen's inequality with equal weights gives

$$e\Big(\frac dL\Big)=e\Big(\frac1L\sum_i x_i\Big)\le\frac1L\sum_i e(x_i).$$

Multiplying by $L$ shows that no distribution has a lower energy.

`IsLeast` contains both halves: the value belongs to the set, and it bounds the set from below. Jensen's inequality enters as `he.map_sum_le`.

```lean
/-- For a convex site energy and at least one site, the minimum energy at total excess
charge `d` is attained and equals `L e(d/L)`. -/
theorem isLeast_energies {e : ℝ → ℝ} (he : ConvexOn ℝ univ e) {L : ℕ} (hL : 0 < L)
    (d : ℝ) : IsLeast (energies e L d) (L * e (d / L)) := by
  have hL' : (0 : ℝ) < L := by exact_mod_cast hL
  constructor
  · -- the uniform distribution attains the value
    refine ⟨fun _ => d / L, ?_, ?_⟩
    · simp only [Finset.sum_const, Finset.card_univ, Fintype.card_fin, nsmul_eq_mul]
      field_simp
    · simp only [Finset.sum_const, Finset.card_univ, Fintype.card_fin, nsmul_eq_mul]
  · -- Jensen's inequality with equal weights bounds every distribution
    rintro E ⟨x, hx, rfl⟩
    have hw : ∑ _i : Fin L, 1 / (L : ℝ) = 1 := by
      simp only [Finset.sum_const, Finset.card_univ, Fintype.card_fin, nsmul_eq_mul]
      field_simp
    have h := he.map_sum_le (t := Finset.univ) (w := fun _ : Fin L => 1 / (L : ℝ))
      (p := x) (fun _ _ => by positivity) hw (fun _ _ => mem_univ _)
    simp only [smul_eq_mul, ← Finset.mul_sum] at h
    rw [hx, one_div_mul_eq_div, one_div_mul_eq_div, le_div_iff₀ hL'] at h
    linarith
```

## (b) Addition and removal

**Task.** Show that for $L\ge1$

$$\Delta_L=L\,[e(1/L)-e(0)]+L\,[e(-1/L)-e(0)].$$

**Solution.** Put $d=1,-1,0$ into (a). The gap becomes $L\,e(1/L)+L\,e(-1/L)-2L\,e(0)$, which regroups into the two brackets. The first is the cost of adding an electron, the second that of removing one.

In the smallest case, $L=1$, nothing can spread, and $\Delta_1=e(1)+e(-1)-2e(0)$.

The proof uses `csInf_eq` to turn the minimum from (a) into the value of the infimum.

```lean
/-- For a convex site energy and at least one site, the gap is the sum of the energies for
adding and for removing one charge spread evenly over the sites. -/
theorem gap_eq {e : ℝ → ℝ} (he : ConvexOn ℝ univ e) {L : ℕ} (hL : 0 < L) :
    gap e L = L * (e (1 / L) - e 0) + L * (e (-(1 / L)) - e 0) := by
  have h (d : ℝ) : latticeEnergy e L d = L * e (d / L) :=
    (isLeast_energies he hL d).csInf_eq
  rw [gap, h, h, h, neg_div, zero_div]
  ring
```

## (c) Exchanging electrons and holes

**Task.** Show that $x\mapsto e(-x)$ is convex: for $a,b\ge0$ with $a+b=1$,

$$e(-(ax+by))\le a\,e(-x)+b\,e(-y).$$

**Solution.** Write $-(ax+by)=a(-x)+b(-y)$ and apply the convexity of $e$ at the points $-x$ and $-y$. An inequality proved for adding charge with every convex site energy can therefore be applied to $e(-x)$, where it describes removing charge.

```lean
/-- Reversing the sign of the charge keeps a site energy convex. -/
theorem convex_reflect {e : ℝ → ℝ} (he : ConvexOn ℝ univ e) :
    ConvexOn ℝ univ (fun x => e (-x)) := by
  refine ⟨convex_univ, fun x _ y _ a b ha hb hab => ?_⟩
  have h : -(a • x + b • y) = a • (-x) + b • (-y) := by
    simp only [smul_eq_mul]
    ring
  change e (-(a • x + b • y)) ≤ _
  rw [h]
  exact he.2 (mem_univ _) (mem_univ _) ha hb hab
```

## (d) Spreading over more sites

**Task.** Let $f$ be convex and $1\le L\le M$. Show that

$$M\,[f(1/M)-f(0)]\le L\,[f(1/L)-f(0)].$$

**Solution.** The point $1/M$ lies between $0$ and $1/L$:

$$\frac1M=\frac LM\cdot\frac1L+\Big(1-\frac LM\Big)\cdot0.$$

Convexity gives $f(1/M)\le\frac LM f(1/L)+\big(1-\frac LM\big)f(0)$. Multiplying by $M$,

$$M f(1/M)\le L f(1/L)+(M-L)f(0),$$

and subtracting $M f(0)$ gives the claim.

In the code, `hp` is the decomposition of $1/M$, and `h2` is the inequality after multiplication by $M$.

```lean
/-- For a convex site energy, the cost of adding one evenly spread charge does not increase
when the number of sites grows from `L ≥ 1` to `M`. -/
theorem addition_antitone {f : ℝ → ℝ} (hf : ConvexOn ℝ univ f) {L M : ℕ} (hL : 0 < L)
    (hLM : L ≤ M) : (M : ℝ) * (f (1 / M) - f 0) ≤ L * (f (1 / L) - f 0) := by
  have hL' : (0 : ℝ) < L := by exact_mod_cast hL
  have hLM' : (L : ℝ) ≤ M := by exact_mod_cast hLM
  have hM' : (0 : ℝ) < M := hL'.trans_le hLM'
  -- `1/M` lies between `0` and `1/L`
  have h := hf.2 (mem_univ (1 / (L : ℝ))) (mem_univ (0 : ℝ))
    (by positivity : 0 ≤ (L : ℝ) / M) (sub_nonneg.2 ((div_le_one hM').2 hLM')) (by ring)
  have hp : ((L : ℝ) / M) • (1 / (L : ℝ)) + (1 - (L : ℝ) / M) • (0 : ℝ) = 1 / M := by
    simp only [smul_eq_mul, mul_zero, add_zero]
    field_simp
  rw [hp] at h
  simp only [smul_eq_mul] at h
  have hc : (M : ℝ) * (L / M) = L := by field_simp
  have h2 := mul_le_mul_of_nonneg_left h hM'.le
  have h3 : (M : ℝ) * (L / M * f (1 / L) + (1 - L / M) * f 0)
      = L * f (1 / L) + (M - L) * f 0 := by
    linear_combination (f (1 / L) - f 0) * hc
  rw [h3] at h2
  linarith
```

## (e) The limit when the one-sided slopes are known

**Task.** Let $e$ have right derivative $r$ and left derivative $l$ at $0$. Show that

$$\lim_{L\to\infty}\Delta_L=r-l.$$

**Solution.** Both parts of the gap are difference quotients, the second with a minus sign:

$$L\,[e(1/L)-e(0)]=\frac{e(1/L)-e(0)}{1/L}\to r,$$

$$L\,[e(-1/L)-e(0)]=-\frac{e(-1/L)-e(0)}{-1/L}\to-l.$$

Adding them gives $r-l$.

The right derivative is `HasDerivWithinAt e r (Ioi 0) 0`, and the left one uses `Iio 0`. The steps `hR` and `hN` say that $1/L$ and $-1/L$ approach zero from the correct sides.

```lean
/-- For a convex site energy with right derivative `r` and left derivative `l` at zero
excess charge, the gap tends to `r - l` as the number of sites grows. -/
theorem gap_tendsto {e : ℝ → ℝ} (he : ConvexOn ℝ univ e) {r l : ℝ}
    (hr : HasDerivWithinAt e r (Ioi 0) 0) (hl : HasDerivWithinAt e l (Iio 0) 0) :
    Tendsto (gap e) atTop (𝓝 (r - l)) := by
  rw [hasDerivWithinAt_iff_tendsto_slope' (by simp)] at hr hl
  have h0 : Tendsto (fun L : ℕ => 1 / (L : ℝ)) atTop (𝓝 0) :=
    tendsto_one_div_atTop_nhds_zero_nat
  have hpos : ∀ᶠ L : ℕ in atTop, 0 < 1 / (L : ℝ) := by
    filter_upwards [eventually_gt_atTop 0] with L hL
    have : (0 : ℝ) < L := by exact_mod_cast hL
    positivity
  have hR : Tendsto (fun L : ℕ => 1 / (L : ℝ)) atTop (𝓝[>] 0) :=
    tendsto_nhdsWithin_iff.2 ⟨h0, hpos⟩
  have hN : Tendsto (fun L : ℕ => -(1 / (L : ℝ))) atTop (𝓝[<] 0) :=
    tendsto_nhdsWithin_iff.2
      ⟨by simpa only [neg_zero] using h0.neg, hpos.mono fun _ h => neg_lt_zero.2 h⟩
  -- both parts of the gap are difference quotients at zero
  refine ((hr.comp hR).sub (hl.comp hN)).congr' ?_
  filter_upwards [eventually_gt_atTop 0] with L hL
  rw [gap_eq he hL]
  simp only [Function.comp_apply, slope_def_field, sub_zero, one_div, div_neg,
    div_inv_eq_mul]
  ring
```

## (f) Monotonicity and the limit from convexity alone

**Task.** Show that the one-sided derivatives $e'_\pm(0)$ exist, and that

$$\Delta_M\le\Delta_L\quad(1\le L\le M),\qquad \Delta_L\to e'_+(0)-e'_-(0).$$

**Solution.** Apply (d) to $e(x)$ and, by (c), to $e(-x)$. Adding the two inequalities and using (b) gives $\Delta_M\le\Delta_L$.

For the right derivative, let $s(h)=[e(h)-e(0)]/h$ with $h>0$. If $0<h<k$, convexity between $0$ and $k$ gives $e(h)\le\frac hk e(k)+(1-\frac hk)e(0)$, hence $s(h)\le s(k)$. Since $0$ lies between $-1$ and $h$, convexity also gives

$$(1+h)\,e(0)\le h\,e(-1)+e(h),$$

so $s(h)\ge e(0)-e(-1)$. As $h$ decreases to zero, $s(h)$ falls and is bounded below, so it converges. Reflection gives the left derivative, and (e) gives the limit.

`AntitoneOn (gap e) (Ici 1)` means non-increasing for $L\ge1$, not strictly decreasing. Mathlib supplies the existence of the one-sided derivatives at an interior point.

```lean
/-- For a convex site energy, the Delta-SCF gap does not increase with the number of sites
`L ≥ 1`, and it tends to the right minus the left derivative of the site energy at zero
excess charge, both of which exist. -/
theorem gap_antitone_and_limit {e : ℝ → ℝ} (he : ConvexOn ℝ univ e) :
    AntitoneOn (gap e) (Ici 1) ∧
    ∃ r l : ℝ, HasDerivWithinAt e r (Ioi 0) 0 ∧ HasDerivWithinAt e l (Iio 0) 0 ∧
      Tendsto (gap e) atTop (𝓝 (r - l)) := by
  constructor
  · intro L hL M hM hLM
    have h1 := addition_antitone he hL hLM
    have h2 := addition_antitone (convex_reflect he) hL hLM
    simp only [neg_zero] at h2
    rw [gap_eq he hL, gap_eq he hM]
    exact add_le_add h1 h2
  · have hi : (0 : ℝ) ∈ interior (univ : Set ℝ) := by simp
    have hr := (he.differentiableWithinAt_Ioi_of_mem_interior hi).hasDerivWithinAt
    have hl := (he.differentiableWithinAt_Iio_of_mem_interior hi).hasDerivWithinAt
    exact ⟨_, _, hr, hl, gap_tendsto he hr hl⟩
```

## (g) A smooth site energy

**Task.** Show that if $e$ is differentiable at $0$, then

$$\lim_{L\to\infty}\Delta_L=0.$$

**Solution.** Both one-sided derivatives equal $e'(0)$, so the limit in (e) is $e'(0)-e'(0)=0$. Only a kink at neutrality can give this model a non-zero gap in the limit $L\to\infty$.

```lean
/-- If the convex site energy is differentiable at zero excess charge, the Delta-SCF gap
tends to zero as the number of sites grows. -/
theorem gap_closes {e : ℝ → ℝ} (he : ConvexOn ℝ univ e) (hd : DifferentiableAt ℝ e 0) :
    Tendsto (gap e) atTop (𝓝 0) := by
  have h := gap_tendsto he hd.hasDerivAt.hasDerivWithinAt hd.hasDerivAt.hasDerivWithinAt
  rwa [sub_self] at h
```

## (h) The parabola

**Task.** For $e(x)=\mu x+\tfrac U2x^2$ with $U\ge0$ and $L\ge1$, show that

$$\Delta_L=\frac UL.$$

Here $\mu$ is the slope at neutrality, and $U$ is the curvature of the site energy. It equals $e(1)+e(-1)-2e(0)$, the cost of moving one electron from one neutral site to another.

**Solution.** The parabola is convex because, for $a,b\ge0$ with $a+b=1$,

$$a\,e(x)+b\,e(y)-e(ax+by)=\tfrac U2\,ab\,(x-y)^2\ge0.$$

By (b),

$$\Delta_L=L\Big(\frac\mu L+\frac U{2L^2}\Big)+L\Big(-\frac\mu L+\frac U{2L^2}\Big)=\frac UL.$$

A single site has gap $U$.

```lean
/-- For the quadratic site energy `μ x + U x² / 2` with `U ≥ 0`, the gap of `L ≥ 1` sites
is `U / L`. -/
theorem gap_quadratic (μ : ℝ) {U : ℝ} (hU : 0 ≤ U) {L : ℕ} (hL : 0 < L) :
    gap (fun x => μ * x + U / 2 * x ^ 2) L = U / L := by
  have he : ConvexOn ℝ univ (fun x : ℝ => μ * x + U / 2 * x ^ 2) := by
    refine ⟨convex_univ, fun x _ y _ a b ha hb hab => ?_⟩
    obtain rfl : b = 1 - a := by linarith
    have h := mul_nonneg (mul_nonneg hU (mul_nonneg ha hb)) (sq_nonneg (x - y))
    simp only [smul_eq_mul]
    nlinarith [h]
  have hL' : (L : ℝ) ≠ 0 := by exact_mod_cast hL.ne'
  rw [gap_eq he hL]
  field_simp
  ring
```

## (i) Touching a chord once

**Task.** Let $f$ be convex and let $f(t)=(1-t)f(0)+t f(1)$ for one $t$ with $0<t<1$. Show that for all $x\in[0,1]$

$$f(x)=(1-x)f(0)+x f(1).$$

**Solution.** Convexity gives "$\le$". For "$\ge$", first let $x\le t$. Then $t$ lies between $x$ and $1$, and convexity gives

$$(1-x)f(t)\le(1-t)f(x)+(t-x)f(1).$$

Insert the known $f(t)$, collect terms and divide by $1-t$: the result is $(1-x)f(0)+x f(1)\le f(x)$.

If $x\ge t$, then $t$ lies between $0$ and $x$, so

$$x f(t)\le(x-t)f(0)+t f(x).$$

Inserting $f(t)$ and dividing by $t$ gives the same bound.

The two cases are the branches of `rcases le_total x t`, where `a` is the weight that places $t$ between its neighbours.

```lean
/-- A convex function that meets its chord over `[0,1]` at one interior point `t` coincides
with the chord on all of `[0,1]`. -/
theorem eq_chord {f : ℝ → ℝ} (hf : ConvexOn ℝ univ f) {t : ℝ} (ht0 : 0 < t) (ht1 : t < 1)
    (h : f t = (1 - t) * f 0 + t * f 1) {x : ℝ} (hx0 : 0 ≤ x) (hx1 : x ≤ 1) :
    f x = (1 - x) * f 0 + x * f 1 := by
  have key (u v a : ℝ) (h0 : 0 ≤ a) (h1 : a ≤ 1) :
      f ((1 - a) * u + a * v) ≤ (1 - a) * f u + a * f v := by
    simpa only [smul_eq_mul] using
      hf.2 (mem_univ u) (mem_univ v) (sub_nonneg.2 h1) h0 (by ring)
  apply le_antisymm
  · have h1 := key 0 1 x hx0 hx1
    rwa [show (1 - x) * 0 + x * 1 = x by ring] at h1
  · rcases le_total x t with hxt | hxt
    · -- `t` lies between `x` and `1`
      have hp : 0 < 1 - x := by linarith
      obtain ⟨a, ha0, ha1, ha⟩ : ∃ a : ℝ, 0 ≤ a ∧ a ≤ 1 ∧ a * (1 - x) = t - x :=
        ⟨(t - x) / (1 - x), div_nonneg (by linarith) hp.le,
          (div_le_one hp).2 (by linarith), div_mul_cancel₀ _ hp.ne'⟩
      have h1 := key x 1 a ha0 ha1
      rw [show (1 - a) * x + a * 1 = t by linear_combination ha] at h1
      have h3 := mul_le_mul_of_nonneg_left h1 hp.le
      rw [show (1 - x) * ((1 - a) * f x + a * f 1) = (1 - t) * f x + (t - x) * f 1 by
        linear_combination (f 1 - f x) * ha, h] at h3
      refine le_of_mul_le_mul_left ?_ (sub_pos.2 ht1)
      linarith
    · -- `t` lies between `0` and `x`
      have hp : 0 < x := by linarith
      obtain ⟨a, ha0, ha1, ha⟩ : ∃ a : ℝ, 0 ≤ a ∧ a ≤ 1 ∧ a * x = t :=
        ⟨t / x, by positivity, (div_le_one hp).2 hxt, div_mul_cancel₀ _ hp.ne'⟩
      have h1 := key 0 x a ha0 ha1
      rw [show (1 - a) * 0 + a * x = t by linear_combination ha] at h1
      have h3 := mul_le_mul_of_nonneg_left h1 hp.le
      rw [show x * ((1 - a) * f 0 + a * f x) = (x - t) * f 0 + t * f x by
        linear_combination (f x - f 0) * ha, h] at h3
      refine le_of_mul_le_mul_left ?_ ht0
      linarith
```

## (j) When size makes no difference

**Task.** Fix any $L\ge2$. Show that $\Delta_L=\Delta_1$ if and only if, for all $x\in[0,1]$,

$$e(x)=(1-x)e(0)+x e(1),\qquad e(-x)=(1-x)e(0)+x e(-1).$$

**Solution.** By (d), neither the addition part nor the removal part exceeds its single-site value. If the sums agree, each part must agree, so

$$e(\pm1/L)=\Big(1-\frac1L\Big)e(0)+\frac1L\,e(\pm1).$$

Since $L\ge2$, the point $t=1/L$ lies strictly between $0$ and $1$. Part (i), applied to $e(x)$ and $e(-x)$, gives both straight lines. Conversely, setting $x=1/L$ in the two lines and inserting them into (b) gives $\Delta_L=e(1)+e(-1)-2e(0)=\Delta_1$.

The two slopes may differ, which leaves room for a kink at $0$ and a finite gap. For these uncoupled sites with convex energy, a size-independent gap thus requires a site energy that is straight from $-1$ to $0$ and from $0$ to $1$. Koopmans-type corrections aim at a related condition, an energy that is linear in the occupation of each orbital.

In the code, `A` and `B` are the separate equalities for addition and removal.

```lean
/-- For a convex site energy and any `L ≥ 2`, the gap of `L` sites equals the gap of one
site exactly when the site energy is linear on `[0,1]` and on `[-1,0]`. -/
theorem gap_eq_single_site_iff {e : ℝ → ℝ} (he : ConvexOn ℝ univ e) {L : ℕ} (hL : 2 ≤ L) :
    gap e L = gap e 1 ↔ ∀ x ∈ Icc (0 : ℝ) 1,
      e x = (1 - x) * e 0 + x * e 1 ∧ e (-x) = (1 - x) * e 0 + x * e (-1) := by
  have hL2 : (2 : ℝ) ≤ L := by exact_mod_cast hL
  have hL' : (0 : ℝ) < L := by linarith
  have hc : 1 / (L : ℝ) * L = 1 := by field_simp
  have ht0 : 0 < 1 / (L : ℝ) := by positivity
  have ht1 : 1 / (L : ℝ) < 1 := (div_lt_one hL').2 (by linarith)
  have p := addition_antitone he one_pos (show 1 ≤ L by omega)
  have q := addition_antitone (convex_reflect he) one_pos (show 1 ≤ L by omega)
  rw [gap_eq he (show 0 < L by omega), gap_eq he one_pos]
  simp only [Nat.cast_one, div_one, one_mul, neg_zero] at p q ⊢
  constructor
  · -- neither part can exceed its single-site value, so both are equal to it
    intro h x hx
    have A : (L : ℝ) * (e (1 / L) - e 0) = e 1 - e 0 := by linarith
    have B : (L : ℝ) * (e (-(1 / L)) - e 0) = e (-1) - e 0 := by linarith
    refine ⟨eq_chord he ht0 ht1 ?_ hx.1 hx.2, ?_⟩
    · linear_combination (1 / (L : ℝ)) * A - (e (1 / L) - e 0) * hc
    · have h2 := eq_chord (convex_reflect he) ht0 ht1 (by
        simp only [neg_zero]
        linear_combination (1 / (L : ℝ)) * B - (e (-(1 / L)) - e 0) * hc) hx.1 hx.2
      simpa only [neg_zero] using h2
  · intro h
    obtain ⟨h1, h2⟩ := h (1 / L) ⟨ht0.le, ht1.le⟩
    rw [h1, h2]
    linear_combination (e 1 + e (-1) - 2 * e 0) * hc

end

end DeltaSCFGap
```

```lean
#print axioms DeltaSCFGap.gap_antitone_and_limit
#print axioms DeltaSCFGap.gap_closes
#print axioms DeltaSCFGap.gap_quadratic
#print axioms DeltaSCFGap.gap_eq_single_site_iff
```

```
'DeltaSCFGap.gap_antitone_and_limit' depends on axioms: [propext, Classical.choice, Quot.sound]
'DeltaSCFGap.gap_closes' depends on axioms: [propext, Classical.choice, Quot.sound]
'DeltaSCFGap.gap_quadratic' depends on axioms: [propext, Classical.choice, Quot.sound]
'DeltaSCFGap.gap_eq_single_site_iff' depends on axioms: [propext, Classical.choice, Quot.sound]
```
